# A ladder operator with nonzero step is nilpotent in finite dimension

Let $H$ and $A$ be complex $D\times D$ matrices with
$$[H,A]=HA-AH=cA,\qquad c\neq 0.$$
Then $A^D=0$. Consequently, if $v\neq 0$ is an eigenvector of $H$, the sequence $v, Av, A^2v,\dots$ reaches a last nonzero state after fewer than $D$ applications of $A$.

The condition $c\neq 0$ says that $A$ really moves the eigenvalue of $H$. With $c=0$ the operator $A$ would merely commute with $H$, and there would be no ladder to climb. Neither $H$ nor $A$ needs to be Hermitian, and $c$ may be any nonzero complex number.

## From the commutator to the last rung

**Powers of $A$.** For every $k\ge 0$,
$$[H,A^k]=kc\,A^k.$$
For $k=0$ both sides vanish. If the formula holds for $k$, the Leibniz rule gives
$$[H,A^{k+1}]=[H,A^k]A+A^k[H,A]=kc\,A^{k+1}+c\,A^{k+1}=(k+1)c\,A^{k+1}.$$

**Nilpotency.** Let $\mathrm{ad}_H$ be the linear map $X\mapsto HX-XH$ on the space of matrices, which has dimension $D^2$. Suppose that no power of $A$ vanishes. Each $A^k$ is then an eigenvector of $\mathrm{ad}_H$ with eigenvalue $kc$, and these eigenvalues are distinct because $c\neq 0$.

Such eigenvectors are linearly independent. Otherwise, take a nontrivial relation $\sum_{k\in S}\alpha_kA^k=0$ with as few terms as possible and all $\alpha_k\neq 0$. The set $S$ has at least two elements, since a single term would make a power of $A$ vanish. Choose $l\in S$, apply $\mathrm{ad}_H$ to the relation and subtract $lc$ times the relation itself:
$$\sum_{k\in S}\alpha_k(k-l)c\,A^k=0.$$
The term $k=l$ has gone and all the others have kept nonzero coefficients, so this is a shorter nontrivial relation, which is a contradiction. The $D^2+1$ matrices $A^0,\dots,A^{D^2}$ would therefore be independent in a space of dimension $D^2$. This is impossible, so some power of $A$ is zero.

**The exponent $D$.** If $A^m=0$ and $Au=\lambda u$ with $u\neq 0$, then $0=A^mu=\lambda^mu$, hence $\lambda=0$. All eigenvalues of $A$ vanish, so its characteristic polynomial is $X^D$. By the Cayley–Hamilton theorem a matrix satisfies its own characteristic polynomial, which here reads $A^D=0$.

**The ladder of states.** Let $Hv=Ev$. Then
$$HA^kv=A^kHv+kc\,A^kv=(E+kc)\,A^kv.$$
If $v\neq 0$, let $m$ be the least exponent with $A^mv=0$. It exists and satisfies $m\le D$ because $A^D=0$, and $m\neq 0$ because $A^0v=v\neq 0$. With $k=m-1<D$, the state $A^kv$ is nonzero, has eigenvalue $E+kc$, and is annihilated by $A$. It is not normalised in general; the corresponding unit vector is $A^kv/\lVert A^kv\rVert$.

**An oscillator that attains the bound.** Keep the levels $0,\dots,d$ of a harmonic oscillator, so that $D=d+1$. The number operator $N$ is diagonal with entries $0,\dots,d$, and the raising operator $R$ has entries $R_{ij}=\sqrt{i}$ when $i=j+1$ and zero otherwise. Entry by entry,
$$[N,R]_{ij}=(i-j)R_{ij}=R_{ij},$$
since $R_{ij}$ is nonzero only for $i-j=1$. Thus $c=1$. Repeated raising of the vacuum gives
$$R^k|0\rangle=\sqrt{k!}\,|k\rangle\qquad(0\le k\le d),$$
because each further step below the top level multiplies by $\sqrt{k+1}$. The normalised state is $|k\rangle=R^k|0\rangle/\sqrt{k!}$. In particular $R^d\neq 0$, while the general result gives $R^{d+1}=0$.

**The canonical relation.** The relation $ab-ba=1$ is a different matter. Taking the trace of both sides gives $\mathrm{tr}(ab)-\mathrm{tr}(ba)=0$ on the left and $D$ on the right, so no matrices satisfy it when $D\ge 1$.

For a simulation that stores a bosonic mode in a finite number basis, this means that the relation $[N,R]=R$ survives the cut-off exactly, whereas the canonical commutator cannot be represented exactly by any choice of finite matrices.

## Matrices as operators

In the Lean file the basis states are labelled by a finite type `n`, and the dimension $D$ is `Fintype.card n`. Operators have type `Matrix n n ℂ` and states have type `n → ℂ`.

```lean
import Mathlib

open Matrix

namespace FiniteLadder

noncomputable section

variable {n : Type*} [Fintype n] [DecidableEq n]
```

The map $\mathrm{ad}_H$ is the difference between left and right multiplication by $H$. Its type `Module.End ℂ (Matrix n n ℂ)` records that it is a linear map from the space of operators to itself, so that eigenvectors of this map are themselves matrices.

```lean
/-- The commutator with `H`, as a linear map `X ↦ H X - X H` on operators. -/
def adMap (H : Matrix n n ℂ) : Module.End ℂ (Matrix n n ℂ) :=
  LinearMap.mulLeft ℂ H - LinearMap.mulRight ℂ H
```

## The shift of a power

The hypothesis `h` is the ladder relation with the commutator written out; `•` multiplies a matrix by a scalar. The conclusion is $[H,A^k]=kc\,A^k$ for every natural number $k$, and here $c$ may still be zero.

```lean
/-- If `A` shifts `H` by `c`, then the power `A ^ k` shifts `H` by `k c`. -/
theorem commutator_pow {H A : Matrix n n ℂ} {c : ℂ}
    (h : H * A - A * H = c • A) (k : ℕ) :
    H * A ^ k - A ^ k * H = ((k : ℂ) * c) • A ^ k := by
  induction k with
  | zero => simp
  | succ k ih =>
    -- the Leibniz rule for the commutator
    have leibniz : H * A ^ (k + 1) - A ^ (k + 1) * H
        = (H * A ^ k - A ^ k * H) * A + A ^ k * (H * A - A * H) := by
      simp only [pow_succ, sub_mul, mul_sub, mul_assoc]
      abel
    rw [leibniz, ih, h, smul_mul_assoc, mul_smul_comm, ← pow_succ, ← add_smul]
    congr 1
    push_cast
    ring
```

The proof is the induction given above. The step `leibniz` is the Leibniz rule, obtained by expanding the products. The rewriting that follows inserts the induction hypothesis `ih` and the ladder relation `h`, and `ring` confirms that $kc+c=(k+1)c$.

## Too many eigenvectors

`IsNilpotent A` means that some power of $A$ is zero. The theorem needs only `hc`, the nonzero step, and `h`, the ladder relation; finite dimension enters through the finite index type.

```lean
/-- A ladder operator with nonzero step `c` on a finite-dimensional space is nilpotent. -/
theorem ladder_isNilpotent {H A : Matrix n n ℂ} {c : ℂ} (hc : c ≠ 0)
    (h : H * A - A * H = c • A) : IsNilpotent A := by
  by_contra hA
  have hne : ∀ k : ℕ, A ^ k ≠ 0 := fun k hk => hA ⟨k, hk⟩
  -- each nonzero power is an eigenvector of the commutator map
  have heig : ∀ k : ℕ, (adMap H).HasEigenvector ((k : ℂ) * c) (A ^ k) := fun k =>
    ⟨Module.End.mem_eigenspace_iff.mpr (commutator_pow h k), hne k⟩
  -- distinct eigenvalues make the powers linearly independent
  have hind : LinearIndependent ℂ
      (fun k : Fin (Module.finrank ℂ (Matrix n n ℂ) + 1) => A ^ (k : ℕ)) :=
    Module.End.eigenvectors_linearIndependent' (adMap H)
      (fun k : Fin (Module.finrank ℂ (Matrix n n ℂ) + 1) => ((k : ℕ) : ℂ) * c)
      (fun i j hij => Fin.ext (Nat.cast_injective (R := ℂ) (mul_right_cancel₀ hc hij)))
      _ (fun k => heig k)
  -- but there are more of them than the dimension allows
  have hcard := hind.fintype_card_le_finrank
  rw [Fintype.card_fin] at hcard
  omega
```

The argument is by contradiction. `hne` states that no power vanishes, and `heig` combines this with `commutator_pow` to make each $A^k$ an eigenvector of `adMap H` with eigenvalue $kc$. The independence argument is supplied by Mathlib's `eigenvectors_linearIndependent'`, which asks for a proof that the eigenvalues are distinct: from $ic=jc$ one cancels $c$ and concludes $i=j$. The family `hind` has one member more than the dimension of the matrix space, and `hcard` turns its independence into an impossible inequality, which `omega` rejects.

## The dimension as exponent

The next theorem replaces "some power" by the explicit exponent $D$.

```lean
/-- A ladder operator with nonzero step `c`, raised to the dimension of the state space, is zero. -/
theorem ladder_pow_card_eq_zero {H A : Matrix n n ℂ} {c : ℂ} (hc : c ≠ 0)
    (h : H * A - A * H = c • A) : A ^ Fintype.card n = 0 := by
  have hchar := (Matrix.isNilpotent_charpoly_sub_pow_of_isNilpotent
    (ladder_isNilpotent hc h)).eq_zero
  -- Cayley-Hamilton for the characteristic polynomial `X ^ Fintype.card n`
  have h0 := Matrix.aeval_self_charpoly A
  rw [sub_eq_zero.mp hchar, map_pow, Polynomial.aeval_X] at h0
  exact h0
```

Mathlib's lemma says that for a nilpotent matrix the difference between the characteristic polynomial and $X^D$ is a nilpotent polynomial. Over the complex numbers a nilpotent polynomial is zero, so the two agree; this takes the place of the eigenvalue argument above. Cayley–Hamilton is `Matrix.aeval_self_charpoly`, and substituting $X^D$ into it leaves $A^D=0$.

## Rungs and the top of the ladder

The symbol `*ᵥ` denotes a matrix acting on a vector, so `hv` is the eigenvalue equation $Hv=Ev$. The theorem allows $A^kv$ to be zero, in which case the equation says nothing about an eigenvalue.

```lean
/-- If `H A - A H = c A` and `H v = E v`, then the vector `w = A ^ k v`, which may be zero,
satisfies `H w = (E + k c) w`. -/
theorem ladder_shift {H A : Matrix n n ℂ} {c E : ℂ} {v : n → ℂ}
    (h : H * A - A * H = c • A) (hv : H *ᵥ v = E • v) (k : ℕ) :
    H *ᵥ (A ^ k *ᵥ v) = (E + (k : ℂ) * c) • (A ^ k *ᵥ v) := by
  have hk : H * A ^ k = A ^ k * H + ((k : ℂ) * c) • A ^ k :=
    sub_eq_iff_eq_add'.mp (commutator_pow h k)
  rw [Matrix.mulVec_mulVec, hk, Matrix.add_mulVec, ← Matrix.mulVec_mulVec, hv,
    Matrix.mulVec_smul, Matrix.smul_mulVec, ← add_smul]
```

The intermediate statement `hk` rearranges the commutator into $HA^k=A^kH+kc\,A^k$. Acting on $v$ and using `hv` gives the shifted eigenvalue.

The termination theorem adds the assumption `hv0` that the starting state is nonzero. It then provides a number $k<D$ with three properties: $A^kv$ is nonzero, one more application of $A$ gives zero, and $A^kv$ satisfies the eigenvalue equation with $E+kc$. Since the state is nonzero, $E+kc$ is a true eigenvalue of $H$.

```lean
/-- Every ladder with nonzero step `c` built on an eigenvector of `H` with eigenvalue `E` has a last
rung: a nonzero state with eigenvalue `E + k c`, with `k` below the dimension, that `A` annihilates.
-/
theorem ladder_terminates {H A : Matrix n n ℂ} {c E : ℂ} {v : n → ℂ} (hc : c ≠ 0)
    (h : H * A - A * H = c • A) (hv : H *ᵥ v = E • v) (hv0 : v ≠ 0) :
    ∃ k < Fintype.card n, A ^ k *ᵥ v ≠ 0 ∧ A ^ (k + 1) *ᵥ v = 0 ∧
      H *ᵥ (A ^ k *ᵥ v) = (E + (k : ℂ) * c) • (A ^ k *ᵥ v) := by
  classical
  have hcard : A ^ Fintype.card n *ᵥ v = 0 := by
    rw [ladder_pow_card_eq_zero hc h, Matrix.zero_mulVec]
  have hex : ∃ k : ℕ, A ^ k *ᵥ v = 0 := ⟨_, hcard⟩
  -- take the first power that annihilates the state
  have hs := Nat.find_spec hex
  have hle : Nat.find hex ≤ Fintype.card n := Nat.find_min' hex hcard
  rcases hm : Nat.find hex with _ | k
  · rw [hm] at hs
    exact absurd (by simpa using hs) hv0
  · refine ⟨k, by omega, Nat.find_min hex (by omega), ?_, ladder_shift h hv k⟩
    rw [hm] at hs
    exact hs
```

`Nat.find hex` is the least exponent that annihilates $v$, called $m$ above. Its minimality yields both $m\le D$ and the fact that the preceding power does not annihilate $v$. The case $m=0$ contradicts `hv0`; in the other case $m=k+1$, and `ladder_shift` supplies the eigenvalue equation.

The theorem does not give a formula for $k$, which depends on the starting state, and it does not say that the ladder passes through every eigenvector of $H$. Finite dimension is essential to the conclusion that every such ladder ends: on the full Fock space of an oscillator the number operator and the raising operator obey the same relation with $c=1$, and the ladder rises without end.

## The truncated oscillator

The type `Fin (d + 1)` consists of the levels $0,\dots,d$. The number operator is measured in units of quanta and contains no zero-point term.

```lean
/-- The number operator of an oscillator truncated to the levels `0, …, d`. -/
def numberOp (d : ℕ) : Matrix (Fin (d + 1)) (Fin (d + 1)) ℂ :=
  Matrix.diagonal fun i => ((i : ℕ) : ℂ)
```

In `raising` the row index `i` is the final level and the column index `j` the initial one. The top level $d$ has no level above it in the basis, so its column is zero.

```lean
/-- The truncated raising operator, with entry `√(j + 1)` from level `j` to level `j + 1`. -/
def raising (d : ℕ) : Matrix (Fin (d + 1)) (Fin (d + 1)) ℂ :=
  Matrix.of fun i j =>
    if (i : ℕ) = (j : ℕ) + 1 then ((Real.sqrt ((i : ℕ) : ℝ) : ℝ) : ℂ) else 0
```

The first column of $R^k$ holds the components of $R^k|0\rangle$. The next theorem says that its only nonzero entry is $\sqrt{k!}$, at level $k$, provided that $k\le d$.

```lean
/-- Raising the vacuum `k ≤ d` times gives level `k` with amplitude `√(k!)`. -/
theorem raising_pow_vacuum (d k : ℕ) (hk : k ≤ d) : ∀ i : Fin (d + 1),
    (raising d ^ k) i 0 =
      if (i : ℕ) = k then ((Real.sqrt (Nat.factorial k : ℝ) : ℝ) : ℂ) else 0 := by
  induction k with
  | zero =>
    intro i
    by_cases hi : i = 0
    · subst hi
      simp
    · have hi' : (i : ℕ) ≠ 0 := fun h => hi (Fin.ext h)
      rw [pow_zero, Matrix.one_apply, if_neg hi, if_neg hi']
  | succ k ih =>
    intro i
    -- only level `k` contributes to the intermediate sum
    rw [pow_succ', Matrix.mul_apply,
      Finset.sum_eq_single (⟨k, by omega⟩ : Fin (d + 1))]
    · rw [ih (by omega)]
      simp only [raising, Matrix.of_apply, ↓reduceIte]
      split_ifs with hi
      · rw [hi, Nat.factorial_succ, Nat.cast_mul, Real.sqrt_mul (Nat.cast_nonneg _),
          Complex.ofReal_mul]
      · simp
    · intro j _ hj
      have hj' : (j : ℕ) ≠ k := fun h => hj (Fin.ext h)
      rw [ih (by omega), if_neg hj', mul_zero]
    · intro h
      exact absurd (Finset.mem_univ _) h
```

The induction writes $R^{k+1}=R\,R^k$ and expands the matrix product as a sum over intermediate levels. By the induction hypothesis only level $k$ contributes, which is the use of `Finset.sum_eq_single`. For the final level $k+1$ the product of amplitudes is $\sqrt{k+1}\,\sqrt{k!}=\sqrt{(k+1)!}$; for every other final level the entry of $R$ is zero.

The two facts about this oscillator are then stated together: the ladder relation with $c=1$, and $R^d\neq 0$ in dimension $d+1$. Hence the exponent in `ladder_pow_card_eq_zero` is the best possible one in every nonzero dimension. For $d=0$ there is a single level, $R=0$, and $R^0$ is the identity, which is nonzero as stated.

```lean
/-- The truncated oscillator satisfies the ladder relation with step `1`, and the `d`-th power
of its raising operator is nonzero in dimension `d + 1`. -/
theorem ladder_witness (d : ℕ) :
    numberOp d * raising d - raising d * numberOp d = (1 : ℂ) • raising d ∧
      raising d ^ d ≠ 0 := by
  constructor
  · ext i j
    simp only [numberOp, raising, one_smul, Matrix.sub_apply, Matrix.diagonal_mul,
      Matrix.mul_diagonal, Matrix.of_apply]
    split_ifs with hij
    · have hij' : ((i : ℕ) : ℂ) = ((j : ℕ) : ℂ) + 1 := by exact_mod_cast hij
      linear_combination ((Real.sqrt ((i : ℕ) : ℝ) : ℝ) : ℂ) * hij'
    · simp
  · intro h
    -- the amplitude from the vacuum to the top level is `√(d!)`
    have htop := raising_pow_vacuum d d le_rfl (Fin.last d)
    rw [h, if_pos (Fin.val_last d), Matrix.zero_apply] at htop
    have hpos : 0 < Real.sqrt (Nat.factorial d : ℝ) :=
      Real.sqrt_pos.mpr (by exact_mod_cast Nat.factorial_pos d)
    exact hpos.ne (by exact_mod_cast htop)
```

The first half compares matrix entries: where $R_{ij}$ is nonzero, $i=j+1$ turns $(i-j)\sqrt{i}$ into $\sqrt{i}$. The second half assumes $R^d=0$ and reads off the amplitude from the vacuum to the top level, which would make the positive number $\sqrt{d!}$ equal to zero.

## The trace obstruction

The last theorem concerns arbitrary matrices $a$ and $b$, with no assumption that one is the adjoint of the other. The condition `[Nonempty n]` requires at least one basis state.

```lean
/-- No two operators on a nonzero finite-dimensional space satisfy the exact bosonic
commutation relation `a b - b a = 1`. -/
theorem no_finite_boson [Nonempty n] (a b : Matrix n n ℂ) : a * b - b * a ≠ 1 := by
  intro h
  -- the trace of a commutator vanishes, the trace of the identity does not
  have ht := congrArg Matrix.trace h
  rw [Matrix.trace_sub, Matrix.trace_mul_comm, sub_self, Matrix.trace_one] at ht
  exact Fintype.card_ne_zero (α := n) (by exact_mod_cast ht.symm)

end

end FiniteLadder
```

Applying the trace to the supposed equation `h` makes the left side vanish, by `Matrix.trace_mul_comm`, and turns the right side into the dimension. A nonempty basis has nonzero dimension, which is the contradiction.

```lean
#print axioms FiniteLadder.ladder_isNilpotent
#print axioms FiniteLadder.ladder_terminates
#print axioms FiniteLadder.no_finite_boson
```

```
'FiniteLadder.ladder_isNilpotent' depends on axioms: [propext, Classical.choice, Quot.sound]
'FiniteLadder.ladder_terminates' depends on axioms: [propext, Classical.choice, Quot.sound]
'FiniteLadder.no_finite_boson' depends on axioms: [propext, Classical.choice, Quot.sound]
```
